# A Cholesky factor can be nonzero inside the band where the matrix itself is zero

The theorem `fill_inside_band` concerns one explicit real 4 × 4 matrix S, whose entries vanish when their row and column numbers differ by more than 2. It states that S = L Lᴴ for an explicit lower triangular L with positive diagonal, and that, counting from 0, the entry in row 2, column 1 is zero in S but not in L, where it is −1. In physical terms, S can be read as the overlap matrix of four linearly independent, unnormalised real vectors with squared norms 1, 2, 3 and 3; after normalisation its nonzero overlaps are 1/√2 for vectors 0 and 1, 1/√3 for 0 and 2, and 1/√6 for 1 and 3. The proof treats each claim separately and checks the matrix identities entry by entry.

The failing Lean file:

```lean
import Mathlib

open Matrix

namespace BandedCholesky

variable {𝕜 : Type*} [RCLike 𝕜] {n : ℕ}

/-- `L` is a Cholesky factor of `S`: it is lower triangular, has a positive real diagonal,
and satisfies `S = L Lᴴ`. -/
structure IsCholeskyFactor (L S : Matrix (Fin n) (Fin n) 𝕜) : Prop where
  lower : ∀ i j, i < j → L i j = 0
  diag_pos : ∀ i, ∃ r : ℝ, 0 < r ∧ L i i = (r : 𝕜)
  factor : S = L * Lᴴ

/-- `S` has half-bandwidth `b`: entries whose row and column numbers differ by more than `b`
vanish. -/
def HasBandwidth (b : ℕ) (S : Matrix (Fin n) (Fin n) 𝕜) : Prop :=
  ∀ i j : Fin n, ((i : ℕ) + b < j ∨ (j : ℕ) + b < i) → S i j = 0

/-- A real 4 × 4 matrix of half-bandwidth 2. -/
def fillS : Matrix (Fin 4) (Fin 4) ℝ :=
  !![1, 1, 1, 0; 1, 2, 0, 1; 1, 0, 3, 0; 0, 1, 0, 3]

/-- A real 4 × 4 lower triangular matrix with unit diagonal. -/
def fillL : Matrix (Fin 4) (Fin 4) ℝ :=
  !![1, 0, 0, 0; 1, 1, 0, 0; 1, -1, 1, 0; 0, 1, 1, 1]

/-- Fill inside the band does occur: `fillS` has half-bandwidth 2 and Cholesky factor `fillL`,
and at row 2, column 1 (counted from 0) the matrix vanishes while the factor does not. -/
theorem fill_inside_band :
    IsCholeskyFactor fillL fillS ∧ HasBandwidth 2 fillS ∧
      fillS 2 1 = 0 ∧ fillL 2 1 ≠ 0 := by
  refine ⟨⟨?_, ?_, ?_⟩, ?_, ?_, ?_⟩
  · intro i j hij
    fin_cases i <;> fin_cases j <;> simp [fillL] at hij ⊢
  · intro i
    refine ⟨1, one_pos, ?_⟩
    fin_cases i <;> simp [fillL]
  · ext i j
    fin_cases i <;> fin_cases j <;>
      norm_num [fillS, fillL, Matrix.mul_apply, Fin.sum_univ_four]
  · intro i j hij
    fin_cases i <;> fin_cases j <;> simp [fillS] at hij ⊢
  · simp [fillS]
  · simp [fillL]

end BandedCholesky
```

The compiler's answer:

```
Main.lean:40:2: error: unsolved goals
case refine_3.«0».«0»
⊢ 1 = 1 + ![1, 0, 0, 0] 2 * ![1, 0, 0, 0] 2 + ![1, 0, 0, 0] 3 * ![1, 0, 0, 0] 3

case refine_3.«0».«1»
⊢ 1 = 1 + ![1, 0, 0, 0] 2 * ![1, 1, 0, 0] 2 + ![1, 0, 0, 0] 3 * ![1, 1, 0, 0] 3

case refine_3.«0».«2»
⊢ 1 = 1 + ![1, 0, 0, 0] 2 * ![1, -1, 1, 0] 2 + ![1, 0, 0, 0] 3 * ![1, -1, 1, 0] 3

case refine_3.«0».«3»
⊢ 0 = ![1, 0, 0, 0] 2 * ![0, 1, 1, 1] 2 + ![1, 0, 0, 0] 3 * ![0, 1, 1, 1] 3

case refine_3.«1».«0»
⊢ 1 = 1 + ![1, 1, 0, 0] 2 * ![1, 0, 0, 0] 2 + ![1, 1, 0, 0] 3 * ![1, 0, 0, 0] 3

case refine_3.«1».«1»
⊢ 2 = 2 + ![1, 1, 0, 0] 2 * ![1, 1, 0, 0] 2 + ![1, 1, 0, 0] 3 * ![1, 1, 0, 0] 3

case refine_3.«1».«2»
⊢ 0 = ![1, 1, 0, 0] 2 * ![1, -1, 1, 0] 2 + ![1, 1, 0, 0] 3 * ![1, -1, 1, 0] 3

case refine_3.«1».«3»
⊢ 1 = 1 + ![1, 1, 0, 0] 2 * ![0, 1, 1, 1] 2 + ![1, 1, 0, 0] 3 * ![0, 1, 1, 1] 3

case refine_3.«2».«0»
⊢ 1 = 1 + ![1, -1, 1, 0] 2 * ![1, 0, 0, 0] 2 + ![1, -1, 1, 0] 3 * ![1, 0, 0, 0] 3

case refine_3.«2».«1»
⊢ 0 = ![1, -1, 1, 0] 2 * ![1, 1, 0, 0] 2 + ![1, -1, 1, 0] 3 * ![1, 1, 0, 0] 3

case refine_3.«2».«2»
⊢ 3 = 2 + ![1, -1, 1, 0] 2 * ![1, -1, 1, 0] 2 + ![1, -1, 1, 0] 3 * ![1, -1, 1, 0] 3

case refine_3.«2».«3»
⊢ 0 = -1 + ![1, -1, 1, 0] 2 * ![0, 1, 1, 1] 2 + ![1, -1, 1, 0] 3 * ![0, 1, 1, 1] 3

case refine_3.«3».«0»
⊢ 0 = ![0, 1, 1, 1] 2 * ![1, 0, 0, 0] 2 + ![0, 1, 1, 1] 3 * ![1, 0, 0, 0] 3

case refine_3.«3».«1»
⊢ 1 = 1 + ![0, 1, 1, 1] 2 * ![1, 1, 0, 0] 2 + ![0, 1, 1, 1] 3 * ![1, 1, 0, 0] 3

case refine_3.«3».«2»
⊢ 0 = -1 + ![0, 1, 1, 1] 2 * ![1, -1, 1, 0] 2 + ![0, 1, 1, 1] 3 * ![1, -1, 1, 0] 3

case refine_3.«3».«3»
⊢ 3 = 1 + ![0, 1, 1, 1] 2 * ![0, 1, 1, 1] 2 + ![0, 1, 1, 1] 3 * ![0, 1, 1, 1] 3
```

What went wrong. The error is in the proof of S = L Lᴴ, where all sixteen entry equations are left open. They are true, but each still contains unevaluated vector entries such as `![1, 0, 0, 0] 2`.

The call to `norm_num` expands the product into a sum of four terms and evaluates the entries at positions 0 and 1, for which there are ordinary simp lemmas. Reading off positions 2 and 3 is the work of the simplification procedure `Matrix.cons_val`, which `simp` runs by default and `norm_num` does not. With those entries unread, the arithmetic can't be finished.

The repair gives the same lemmas to `simp`, which evaluates all the entries. The added `<;> norm_num` then runs on any goals `simp` leaves, where only arithmetic with explicit numbers remains to be done.

The repair, with which the file compiles:

```diff
@@ -40,5 +40,5 @@
   · ext i j
     fin_cases i <;> fin_cases j <;>
-      norm_num [fillS, fillL, Matrix.mul_apply, Fin.sum_univ_four]
+      simp [fillS, fillL, Matrix.mul_apply, Fin.sum_univ_four] <;> norm_num
   · intro i j hij
     fin_cases i <;> fin_cases j <;> simp [fillS] at hij ⊢
```
